# Averaged local moments of rings with $3\le N<M$ sites, uniform nearest-neighbour hopping $t$ and independent, identically distributed site energies agree below order $N$ and differ by $2t^N$ at order $N$

## Disorder as a finite weighted sum

Independent site energies can be modelled by random variables on a probability space or by an explicit sum over configurations. Here the sum is used. Each site carries a species $a$ from a finite set, with real energy $E_a$ and weight $p_a$, where $\sum_a p_a=1$. A configuration $c$ has weight $\prod_i p_{c(i)}$, and the average of $F$ is $\sum_c \prod_i p_{c(i)}\,F(c)$. A random binary alloy has two species, weighted by their concentrations.

The sites are the integers modulo $N$. The Hamiltonian $H$ has the site energies $\varepsilon_i=E_{c(i)}$ on its diagonal and a real hopping $t$ between nearest neighbours. Write $\mu_k^{(N)}$ for the average of $(H^k)_{00}$, the $k$-th moment of the local density of states at site 0. The ring corresponds to a periodic supercell at zero Bloch phase, without sampling of wavevectors. For this non-interacting chain with site-energy disorder only and $t\ne0$, the result says up to which moment the configuration average over such cells reproduces the average over larger ones, and how large the first error is. With a Bloch phase $\theta$ across the cell, the term $2t^N$ would become $2t^N\cos\theta$, which vanishes on averaging over $\theta$.

## The claim for two rings

For $3\le N<M$,

$$\mu_k^{(N)}=\mu_k^{(M)}\quad(k<N),\qquad \mu_N^{(N)}=\mu_N^{(M)}+2t^N .$$

In the theorem `supercell_wrap_around`, `ringH` is $H$, `siteAverage` is the configuration sum and `ringMoment N t p E k` is $\mu_k^{(N)}$. The type `α` is the set of species, and `hp` is the normalisation of the weights. Non-negative weights are the physical case, but the proof does not need the sign. The difference $2t^N$ is signed: it is negative for $t<0$ and odd $N$.

The condition `hN` keeps the two neighbours of a site distinct. On two sites they coincide, and `ringH` then has a single entry $t$ where two hops would give $2t$.

The theorem makes no statement about moments beyond order $N$, correlated or hopping disorder, continuous distributions or higher dimensions.

## Paths on the chain and around the ring

**Chain amplitudes.** On an infinite chain with energies $\varepsilon_x$, let $A_0(x)=\delta_{x0}$ and

$$A_{k+1}(x)=\varepsilon_xA_k(x)+t\,[A_k(x-1)+A_k(x+1)].$$

Each step moves at most one site, so by induction $A_k(x)=0$ for $|x|>k$. At the edge only one term survives: $A_{k+1}(k+1)=t\,A_k(k)$, and likewise on the left. Hence $A_k(\pm k)=t^k$.

**Periodic images.** Repeat the ring's energies along the chain with period $N$. For $|x|+k\le N$,

$$(H^k)_{x0}=A_k(x-N)+A_k(x)+A_k(x+N).$$

At $k=0$ we have $|x|\le N$, so $x$ is a multiple of $N$ only if it is $-N$, $0$ or $N$. Exactly one image is then 1; otherwise all three vanish. For the step, $|x|+k+1\le N$ implies $|x\pm1|+k\le N$, so the formula holds at $x$ and $x\pm1$ after $k$ steps. Inserting it into

$$(H^{k+1})_{x0}=\varepsilon_x(H^k)_{x0}+t\,[(H^k)_{x-1,0}+(H^k)_{x+1,0}]$$

and using $\varepsilon_{x\pm N}=\varepsilon_x$ gives the three images after $k+1$ steps.

At $x=0$ the outer images vanish for $k<N$ and equal $t^N$ each for $k=N$. So, for every configuration and $k\le N$,

$$(H^k)_{00}=A_k(0)+2t^N\delta_{kN}.$$

The extra term comes from the two paths that wind once around the ring, one in each direction. They have no step left to spend on a site energy.

**Energies that matter.** $A_k(x)$ depends only on $\varepsilon_y$ with $|y|+1+|x-y|\le k$: a path must reach $y$, spend a step there and go on to $x$. In the induction, the term $\varepsilon_xA_k(x)$ either vanishes, if $|x|>k$, or uses a site with $|x|+1\le k+1$. The other dependences come from $A_k$ at $x$ and $x\pm1$, and moving the endpoint by one site changes the distance by at most one.

For $x=0$ and $k\le N$ this leaves sites with $2|y|<N$. Any two differ by less than $N$, so they are distinct on both rings. Summing over the species on each unused site gives a factor $\sum_a p_a=1$. Both averages of $A_k(0)$ therefore reduce to the same sum, $C_k$.

**Comparison.** For $k\le N$, $\mu_k^{(N)}=C_k+2t^N\delta_{kN}$, while $\mu_k^{(M)}=C_k$ because $k<M$. Subtracting gives both claims.

## The Lean file

```lean
import Mathlib

open Matrix

namespace SupercellWrapAround

noncomputable section

/-- For `N ≥ 3`, the Hamiltonian of a ring of `N` sites with site energies `ε` and nearest-neighbour
hopping `t`. -/
def ringH (N : ℕ) (t : ℝ) (ε : ZMod N → ℝ) : Matrix (ZMod N) (ZMod N) ℝ :=
  fun i j => if i = j then ε i else if i = j + 1 ∨ j = i + 1 then t else 0

/-- Amplitude at site `x` of the infinite chain after `k` applications of its Hamiltonian
to the state localised at the origin. -/
def chainAmp (t : ℝ) (ε : ℤ → ℝ) : ℕ → ℤ → ℝ
  | 0, x => if x = 0 then 1 else 0
  | k + 1, x => ε x * chainAmp t ε k x + t * (chainAmp t ε k (x - 1) + chainAmp t ε k (x + 1))

/-- Sum of `F` over configurations, each weighted by the product of its single-site weights `p`. If
`p` sums to one, this is the average over independently occupied sites. -/
def siteAverage {ι α : Type*} [Fintype ι] [DecidableEq ι] [Fintype α]
    (p : α → ℝ) (F : (ι → α) → ℝ) : ℝ :=
  ∑ c : ι → α, (∏ i, p (c i)) * F c

/-- Configuration-averaged moment `(H^k)_00` of the ring, where species `a` has site energy `E a`
and weight `p a`, the weights being taken to sum to one. -/
def ringMoment {α : Type*} [Fintype α] (N : ℕ) [NeZero N] (t : ℝ) (p E : α → ℝ) (k : ℕ) : ℝ :=
  siteAverage p (fun c : ZMod N → α => (ringH N t (fun i => E (c i)) ^ k) 0 0)

/-- On a ring of at least three sites the Hamiltonian multiplies by the site energy and
hops from the two neighbours. -/
theorem ringH_action {N : ℕ} [NeZero N] (hN : 3 ≤ N) (t : ℝ) (ε v : ZMod N → ℝ) (i : ZMod N) :
    (ringH N t ε *ᵥ v) i = ε i * v i + t * (v (i - 1) + v (i + 1)) := by
  have h1 : (1 : ZMod N) ≠ 0 := by
    intro h
    have h' : ((1 : ℕ) : ZMod N) = 0 := by rw [Nat.cast_one]; exact h
    have := Nat.le_of_dvd (by norm_num) ((CharP.cast_eq_zero_iff (ZMod N) N 1).1 h')
    omega
  have h2 : (2 : ZMod N) ≠ 0 := by
    intro h
    have h' : ((2 : ℕ) : ZMod N) = 0 := by exact_mod_cast h
    have := Nat.le_of_dvd (by norm_num) ((CharP.cast_eq_zero_iff (ZMod N) N 2).1 h')
    omega
  have n1 : i ≠ i - 1 := fun h => h1 (by linear_combination h)
  have n2 : i ≠ i + 1 := fun h => h1 (by linear_combination (-1 : ZMod N) * h)
  have n3 : i - 1 ≠ i + 1 := fun h => h2 (by linear_combination (-1 : ZMod N) * h)
  -- the three entries of a row that can be non-zero sit on distinct sites
  have entry : ∀ j, ringH N t ε i j = (if j = i then ε i else 0) +
      ((if j = i - 1 then t else 0) + (if j = i + 1 then t else 0)) := by
    intro j
    have hdef : ringH N t ε i j =
      if i = j then ε i else if i = j + 1 ∨ j = i + 1 then t else 0 := rfl
    have a : i = j + 1 ↔ j = i - 1 :=
      ⟨fun h => by rw [h]; ring, fun h => by rw [h]; ring⟩
    by_cases e0 : j = i
    · rw [e0, if_pos rfl, if_neg n1, if_neg n2]
      simp [ringH]
    · have e0' : ¬ i = j := fun h => e0 h.symm
      rw [hdef, if_neg e0', if_neg e0]
      by_cases e1 : j = i - 1
      · have e2 : ¬ j = i + 1 := by rw [e1]; exact n3
        rw [if_pos (Or.inl (a.2 e1)), if_pos e1, if_neg e2]
        ring
      · by_cases e2 : j = i + 1
        · rw [if_pos (Or.inr e2), if_neg e1, if_pos e2]
          ring
        · rw [if_neg (fun h => h.elim (fun h => e1 (a.1 h)) e2), if_neg e1, if_neg e2]
          ring
  change ∑ j, ringH N t ε i j * v j = _
  simp only [entry, add_mul, ite_mul, zero_mul, Finset.sum_add_distrib, Finset.sum_ite_eq',
    Finset.mem_univ, if_true]
  ring

/-- After `k` steps the chain amplitude vanishes at distances larger than `k`. -/
theorem chain_outside (t : ℝ) (ε : ℤ → ℝ) (k : ℕ) (x : ℤ) (h : k < x.natAbs) :
    chainAmp t ε k x = 0 := by
  induction k generalizing x with
  | zero =>
    have hx : x ≠ 0 := by omega
    simp [chainAmp, hx]
  | succ k ih =>
    rw [chainAmp, ih x (by omega), ih (x - 1) (by omega), ih (x + 1) (by omega)]
    ring

/-- At distance exactly `k` on either side the chain amplitude after `k` steps is `t^k`. -/
theorem chain_edge (t : ℝ) (ε : ℤ → ℝ) (k : ℕ) :
    chainAmp t ε k (k : ℤ) = t ^ k ∧ chainAmp t ε k (-(k : ℤ)) = t ^ k := by
  induction k with
  | zero => simp [chainAmp]
  | succ k ih =>
    constructor
    · have e : ((k + 1 : ℕ) : ℤ) - 1 = k := by omega
      rw [chainAmp, e, ih.1, chain_outside t ε k ((k + 1 : ℕ) : ℤ) (by omega),
        chain_outside t ε k (((k + 1 : ℕ) : ℤ) + 1) (by omega)]
      ring
    · have e : -((k + 1 : ℕ) : ℤ) + 1 = -k := by omega
      rw [chainAmp, e, ih.2, chain_outside t ε k (-((k + 1 : ℕ) : ℤ)) (by omega),
        chain_outside t ε k (-((k + 1 : ℕ) : ℤ) - 1) (by omega)]
      ring

/-- The amplitude at `x` after `k` steps depends only on energies at sites `y` that a path can
reach from the origin, use for one step, and leave for `x` within `k` steps. -/
theorem chain_local (t : ℝ) (ε ε' : ℤ → ℝ) (k : ℕ) (x : ℤ)
    (h : ∀ y : ℤ, y.natAbs + 1 + (x - y).natAbs ≤ k → ε y = ε' y) :
    chainAmp t ε k x = chainAmp t ε' k x := by
  induction k generalizing x with
  | zero => rfl
  | succ k ih =>
    have hx : ε x * chainAmp t ε k x = ε' x * chainAmp t ε k x := by
      by_cases hk : k < x.natAbs
      · rw [chain_outside t ε k x hk, mul_zero, mul_zero]
      · rw [h x (by omega)]
    simp only [chainAmp]
    rw [hx, ih x (fun y hy => h y (by omega)), ih (x - 1) (fun y hy => h y (by omega)),
      ih (x + 1) (fun y hy => h y (by omega))]

/-- For `N ≥ 3` and `|x| + k ≤ N`, the ring amplitude is the sum of three periodic images of the
amplitude on the chain with periodically repeated energies. -/
theorem ring_images {N : ℕ} [NeZero N] (hN : 3 ≤ N) (t : ℝ) (ε : ZMod N → ℝ) (k : ℕ) (x : ℤ)
    (h : x.natAbs + k ≤ N) :
    (ringH N t ε ^ k) (x : ZMod N) 0 =
      chainAmp t (fun y : ℤ => ε (y : ZMod N)) k (x - N) +
      chainAmp t (fun y : ℤ => ε (y : ZMod N)) k x +
      chainAmp t (fun y : ℤ => ε (y : ZMod N)) k (x + N) := by
  induction k generalizing x with
  | zero =>
    have key : ((x : ZMod N) = 0) ↔ (x - N = 0 ∨ x = 0 ∨ x + N = 0) := by
      rw [CharP.intCast_eq_zero_iff (ZMod N) N x]
      constructor
      · rintro ⟨c, hc⟩
        have hN' : (3 : ℤ) ≤ N := by omega
        have b1 : x ≤ N := by omega
        have b2 : -(N : ℤ) ≤ x := by omega
        have c1 : c ≤ 1 := by
          by_contra hh
          have : 2 ≤ c := by omega
          nlinarith
        have c2 : -1 ≤ c := by
          by_contra hh
          have : c ≤ -2 := by omega
          nlinarith
        interval_cases c <;> omega
      · rintro (h | h | h)
        · exact ⟨1, by omega⟩
        · exact ⟨0, by omega⟩
        · exact ⟨-1, by omega⟩
    simp only [pow_zero, Matrix.one_apply, chainAmp, key]
    -- at most one of the three images sits at the origin
    by_cases a : x - (N : ℤ) = 0
    · rw [if_pos (Or.inl a), if_pos a, if_neg (show ¬ x = 0 by omega),
        if_neg (show ¬ x + (N : ℤ) = 0 by omega)]
      norm_num
    · by_cases b : x = 0
      · rw [if_pos (Or.inr (Or.inl b)), if_neg a, if_pos b,
          if_neg (show ¬ x + (N : ℤ) = 0 by omega)]
        norm_num
      · by_cases c : x + (N : ℤ) = 0
        · rw [if_pos (Or.inr (Or.inr c)), if_neg a, if_neg b, if_pos c]
          norm_num
        · rw [if_neg (show ¬ (x - (N : ℤ) = 0 ∨ x = 0 ∨ x + (N : ℤ) = 0) by omega),
            if_neg a, if_neg b, if_neg c]
          norm_num
  | succ k ih =>
    have ha : (ringH N t ε ^ (k + 1)) (x : ZMod N) 0 =
        (ringH N t ε *ᵥ (fun j => (ringH N t ε ^ k) j 0)) (x : ZMod N) := by
      rw [pow_succ']
      rfl
    have e1 : (x : ZMod N) - 1 = ((x - 1 : ℤ) : ZMod N) := by simp
    have e2 : (x : ZMod N) + 1 = ((x + 1 : ℤ) : ZMod N) := by simp
    have p1 : ((x - N : ℤ) : ZMod N) = x := by simp
    have p2 : ((x + N : ℤ) : ZMod N) = x := by simp
    have q1 : x - 1 - (N : ℤ) = x - N - 1 := by ring
    have q2 : x - 1 + (N : ℤ) = x + N - 1 := by ring
    have q3 : x + 1 - (N : ℤ) = x - N + 1 := by ring
    have q4 : x + 1 + (N : ℤ) = x + N + 1 := by ring
    rw [ha, ringH_action hN, e1, e2, ih x (by omega), ih (x - 1) (by omega),
      ih (x + 1) (by omega), q1, q2, q3, q4]
    simp only [chainAmp, p1, p2]
    ring

/-- For each energy configuration on a ring of `N ≥ 3` sites and each `k ≤ N`, the moment
`(H^k)_00` is that of the periodically continued chain, plus `2 t^N` if `k = N`. -/
theorem ring_return {N : ℕ} [NeZero N] (hN : 3 ≤ N) (t : ℝ) (ε : ZMod N → ℝ) {k : ℕ}
    (hk : k ≤ N) :
    (ringH N t ε ^ k) 0 0 = chainAmp t (fun y : ℤ => ε (y : ZMod N)) k 0 +
      if k = N then 2 * t ^ N else 0 := by
  have h := ring_images hN t ε k 0 (by omega)
  rw [Int.cast_zero, zero_sub, zero_add] at h
  rw [h]
  split_ifs with hkN
  · have e := chain_edge t (fun y : ℤ => ε (y : ZMod N)) N
    rw [hkN, e.1, e.2]
    ring
  · rw [chain_outside _ _ k (-(N : ℤ)) (by omega), chain_outside _ _ k (N : ℤ) (by omega)]
    ring

/-- If the single-site weights sum to one, so do the configuration weights. -/
theorem weight_sum {ι α : Type*} [Fintype ι] [DecidableEq ι] [Fintype α]
    (p : α → ℝ) (hp : ∑ a, p a = 1) : ∑ c : ι → α, ∏ i, p (c i) = 1 := by
  have h : ∏ _i : ι, ∑ a, p a = ∑ c : ι → α, ∏ i, p (c i) := by
    rw [Finset.prod_univ_sum, Fintype.piFinset_univ]
  rw [← h]
  simp only [hp, Finset.prod_const_one]

/-- With weights summing to one, a quantity that sees only the sites embedded by an injective `φ`
has the same average on the large system as on the small one. -/
theorem average_marginal {ι κ α : Type*} [Fintype ι] [DecidableEq ι] [Fintype κ] [DecidableEq κ]
    [Fintype α] (p : α → ℝ) (hp : ∑ a, p a = 1) (φ : ι → κ) (hφ : Function.Injective φ)
    (G : (ι → α) → ℝ) :
    siteAverage p (fun c : κ → α => G (c ∘ φ)) = siteAverage p G := by
  classical
  have hbij : Function.Bijective
      (Sum.elim φ (Subtype.val : {x // x ∉ Set.range φ} → κ)) := by
    constructor
    · rintro (a | a) (b | b) h
      · exact congrArg Sum.inl (hφ h)
      · exact (b.2 ⟨a, h⟩).elim
      · exact (a.2 ⟨b, h.symm⟩).elim
      · exact congrArg Sum.inr (Subtype.ext h)
    · intro k
      by_cases hk : k ∈ Set.range φ
      · obtain ⟨i, hi⟩ := hk
        exact ⟨Sum.inl i, hi⟩
      · exact ⟨Sum.inr ⟨k, hk⟩, rfl⟩
  let e : ι ⊕ {x // x ∉ Set.range φ} ≃ κ := Equiv.ofBijective _ hbij
  let q : (κ → α) ≃ (ι → α) × ({x // x ∉ Set.range φ} → α) :=
    (Equiv.arrowCongr e.symm (Equiv.refl α)).trans (Equiv.sumArrowEquivProdArrow _ _ α)
  unfold siteAverage
  -- split a configuration into embedded sites and spectators, then sum out the spectators
  calc ∑ c : κ → α, (∏ k, p (c k)) * G (c ∘ φ)
      = ∑ ab : (ι → α) × ({x // x ∉ Set.range φ} → α),
          ((∏ i, p (ab.1 i)) * ∏ r, p (ab.2 r)) * G ab.1 := by
        refine Fintype.sum_equiv q _ _ (fun c => ?_)
        have hprod : ∏ k, p (c k) =
            (∏ i, p (c (φ i))) * ∏ r : {x // x ∉ Set.range φ}, p (c r) := by
          rw [← Equiv.prod_comp e (fun k => p (c k)), Fintype.prod_sum_type]
          rfl
        exact congrArg (fun z => z * G (c ∘ φ)) hprod
    _ = ∑ a : ι → α, (∏ i, p (a i)) * G a := by
        rw [Fintype.sum_prod_type]
        refine Finset.sum_congr rfl fun a _ => ?_
        have h : ∑ b : {x // x ∉ Set.range φ} → α,
            ((∏ i, p (a i)) * ∏ r, p (b r)) * G a =
            ((∏ i, p (a i)) * G a) * ∑ b : {x // x ∉ Set.range φ} → α, ∏ r, p (b r) := by
          rw [Finset.mul_sum]
          exact Finset.sum_congr rfl fun b _ => by ring
        rw [h, weight_sum p hp, mul_one]

/-- For `k ≤ N ≤ M` and weights summing to one, the chain moment has the same average whether
the energies repeat with period `N` or with period `M`. -/
theorem chain_average_eq {α : Type*} [Fintype α] {N M : ℕ} [NeZero N] [NeZero M] (hNM : N ≤ M)
    (t : ℝ) (p E : α → ℝ) (hp : ∑ a, p a = 1) {k : ℕ} (hk : k ≤ N) :
    siteAverage p (fun c : ZMod N → α => chainAmp t (fun y : ℤ => E (c (y : ZMod N))) k 0) =
    siteAverage p (fun c : ZMod M → α => chainAmp t (fun y : ℤ => E (c (y : ZMod M))) k 0) := by
  -- embed the small ring by its representatives closest to the origin
  have hφ : Function.Injective (fun j : ZMod N => ((j.valMinAbs : ℤ) : ZMod M)) := by
    intro a b h
    have h' : ((a.valMinAbs : ℤ) : ZMod M) = ((b.valMinAbs : ℤ) : ZMod M) := h
    obtain ⟨a1, a2⟩ := ZMod.valMinAbs_mem_Ioc a
    obtain ⟨b1, b2⟩ := ZMod.valMinAbs_mem_Ioc b
    obtain ⟨c, hc⟩ := (CharP.intCast_eq_zero_iff (ZMod M) M (a.valMinAbs - b.valMinAbs)).1
      (by rw [Int.cast_sub, h', sub_self])
    have d1 : a.valMinAbs - b.valMinAbs < M := by omega
    have d2 : -(M : ℤ) < a.valMinAbs - b.valMinAbs := by omega
    have hM : (0 : ℤ) ≤ M := by omega
    have c1 : c < 1 := by
      by_contra hh
      nlinarith [mul_nonneg hM (show 0 ≤ c - 1 by omega)]
    have c2 : -1 < c := by
      by_contra hh
      nlinarith [mul_nonneg hM (show 0 ≤ -1 - c by omega)]
    have c0 : c = 0 := by omega
    rw [c0, mul_zero] at hc
    have e : a.valMinAbs = b.valMinAbs := by omega
    have e' := congrArg (fun z : ℤ => (z : ZMod N)) e
    simpa only [ZMod.coe_valMinAbs] using e'
  rw [← average_marginal p hp _ hφ]
  congr 1
  funext c
  apply chain_local
  intro y hy
  have hv : (y : ZMod N).valMinAbs = y :=
    (ZMod.valMinAbs_spec _ _).2 ⟨rfl, by constructor <;> omega⟩
  simp only [Function.comp_apply, hv]

/-- For rings of `3 ≤ N < M` sites with independent site energies from one finite distribution, the
averaged moments `(H^k)_00` agree for `k < N`, and at `k = N` the smaller ring's moment equals the
larger ring's plus `2 t^N`. -/
theorem supercell_wrap_around {α : Type*} [Fintype α] {N M : ℕ} [NeZero N] [NeZero M]
    (hN : 3 ≤ N) (hNM : N < M) (t : ℝ) (p E : α → ℝ) (hp : ∑ a, p a = 1) :
    (∀ k < N, ringMoment N t p E k = ringMoment M t p E k) ∧
      ringMoment N t p E N = ringMoment M t p E N + 2 * t ^ N := by
  -- averaged form of the decomposition into chain moment and winding paths
  have split : ∀ (L : ℕ) [NeZero L], 3 ≤ L → ∀ k ≤ L, ringMoment L t p E k =
      siteAverage p (fun c : ZMod L → α => chainAmp t (fun y : ℤ => E (c (y : ZMod L))) k 0) +
        if k = L then 2 * t ^ L else 0 := by
    intro L _ hL k hk
    unfold ringMoment siteAverage
    simp_rw [ring_return hL t _ hk, mul_add]
    rw [Finset.sum_add_distrib, ← Finset.sum_mul, weight_sum p hp, one_mul]
  constructor
  · intro k hk
    rw [split N hN k hk.le, split M (by omega) k (by omega),
      chain_average_eq hNM.le t p E hp hk.le, if_neg hk.ne, if_neg (hk.trans hNM).ne]
  · rw [split N hN N le_rfl, split M (by omega) N hNM.le,
      chain_average_eq hNM.le t p E hp le_rfl, if_pos rfl, if_neg hNM.ne]
    ring

end

end SupercellWrapAround
```

```lean
#print axioms SupercellWrapAround.supercell_wrap_around
```

```
'SupercellWrapAround.supercell_wrap_around' depends on axioms: [propext, Classical.choice, Quot.sound]
```

## From single configurations to the average

`ringH_action` proves the recursion for $H$. It shows $1\ne0$ and $2\ne0$ modulo $N$, writes a matrix row as three separate entries and collapses the sum.

`chain_outside`, `chain_edge` and `chain_local` are the inductions on $k$ above, with `omega` checking the distances. In `ring_images`, the base case writes $x$ as a multiple of $N$, bounds the factor and lets `interval_cases` test $-1,0,1$. The inductive step uses `ringH_action` and the hypothesis at three sites. `ring_return` sets $x=0$.

`weight_sum` expands a product of single-site sums into the sum over configurations. `average_marginal` uses it to sum out spectator sites.

`chain_average_eq` arranges the comparison a little differently from the derivation. It embeds the whole small ring in the large one, sending each site to its representative nearest the origin, `valMinAbs`. After `average_marginal` both averages run over the large ring, and `chain_local` reduces their equality to sites with $2|y|<N$, where the embedding returns $y$ itself.

In the final theorem, `split` averages `ring_return`, and normalisation leaves the constant $2t^N$ unchanged. Applying it to both rings and using `chain_average_eq` gives the two parts.
